# Thresholding Haar coefficients can turn a nonnegative four-cell density negative

When an electron density is compressed by discarding its small wavelet coefficients, the result should still have the right total charge and no negative values, and whether it does depends first on a modelling choice: may the constant coefficient be discarded too? Here it may not. The constant vector is kept whatever the threshold, and only the wavelets, which carry no net charge, compete for survival.

With that choice the charge is always conserved, but positivity is not. In an orthonormal Haar basis, for a unit charge in the first of four cells and a threshold $t$ with $1/2<t<1/\sqrt2$, compression turns $(1,0,0,0)$ into $(3/4,-1/4,1/4,1/4)$. Dropping both finest wavelets instead gives $(1/2,1/2,0,0)$. The difference lies in which wavelets are kept together, and a criterion for all selections containing the constant makes this precise.

This would matter if a compressed density were passed to a density functional: the local exchange energy per unit volume, proportional to the power 4/3 of the density, is meant for densities without negative values. The example shows the failure for one level of coarse and one of fine Haar wavelets on four cells in one dimension. The remarks below on what happens without a hypothesis are arithmetic done in the text, separate from the compiled theorems.

## Four equal cells and normalised wavelets

A density is a vector $\rho=(\rho_0,\rho_1,\rho_2,\rho_3)$ of cell charges, in Lean a function `Fin 4 → ℝ`. Cells and basis vectors are both numbered from 0, so the "first cell" of the code comments is cell 0. The step from a continuous density to these four numbers, by integrating it over four equal cells, is left to the reader of the theorems; nothing in them refers to a continuous function.

The basis vectors are

$$h_0=\tfrac12(1,1,1,1),\quad h_1=\tfrac12(1,1,-1,-1),\quad h_2=\tfrac1{\sqrt2}(1,-1,0,0),\quad h_3=\tfrac1{\sqrt2}(0,0,1,-1).$$

Here $h_0$ is the constant, $h_1$ the coarse wavelet, and $h_2,h_3$ the finest wavelets. The code calls the factor $1/\sqrt2$ `fineNorm`.

```lean
import Mathlib

open Finset

namespace HaarDensityThreshold

noncomputable section

/-- The normalisation factor `1/√2` of the finest Haar wavelets on four cells. -/
def fineNorm : ℝ := 1 / √2

/-- The Haar basis on four cells: the constant vector, the coarse wavelet,
and the two finest wavelets. -/
def haar : Fin 4 → Fin 4 → ℝ :=
  ![![1/2, 1/2, 1/2, 1/2],
    ![1/2, 1/2, -1/2, -1/2],
    ![fineNorm, -fineNorm, 0, 0],
    ![0, 0, fineNorm, -fineNorm]]
```

The coefficient of $\rho$ along $h_k$ is the dot product $c_k=h_k\cdot\rho$, written `coeff ρ k`. For a set $S$ of indices, `keep S ρ` is the partial expansion $\sum_{k\in S}c_kh_k$. The set `kept t ρ` contains index 0 and every $k$ with $|c_k|>t$, so the choice made at the outset sits in its clause `k = 0`. The density of the example is `pointDensity`.

```lean
/-- The Haar coefficient of the density `ρ` along basis vector `k`. -/
def coeff (ρ : Fin 4 → ℝ) (k : Fin 4) : ℝ := haar k ⬝ᵥ ρ

/-- The compressed density: the Haar expansion of `ρ` restricted to the indices in `S`. -/
def keep (S : Finset (Fin 4)) (ρ : Fin 4 → ℝ) : Fin 4 → ℝ :=
  fun i => ∑ k ∈ S, coeff ρ k * haar k i

open Classical in
/-- The indices that survive thresholding at `t`: the constant one, and all those whose
coefficient has modulus above `t`. -/
def kept (t : ℝ) (ρ : Fin 4 → ℝ) : Finset (Fin 4) :=
  univ.filter (fun k => k = 0 ∨ t < |coeff ρ k|)

/-- A unit charge located in the first cell. -/
def pointDensity : Fin 4 → ℝ := ![1, 0, 0, 0]
```

Normalisation is a convention with consequences, because a threshold compares coefficients whose size depends on the length of the basis vectors. The lengths are right: $h_0$ and $h_1$ have squared norm $4\cdot\frac14=1$, and $h_2$ and $h_3$ have $2\cdot\frac12=1$. The products $h_0\cdot h_1$, $h_0\cdot h_2$, $h_0\cdot h_3$, $h_1\cdot h_2$ and $h_1\cdot h_3$ vanish because equal terms enter with opposite signs, and $h_2\cdot h_3=0$ because the two vectors occupy different cells.

In Lean, `fineNorm_sq` supplies $(1/\sqrt2)^2=1/2$, and `haar_orthonormal` goes through all sixteen pairs with `fin_cases`. The coefficients then follow by writing out the dot products:

$$c_0=\tfrac12(\rho_0+\rho_1+\rho_2+\rho_3),\quad c_1=\tfrac12(\rho_0+\rho_1-\rho_2-\rho_3),$$
$$c_2=\tfrac1{\sqrt2}(\rho_0-\rho_1),\quad c_3=\tfrac1{\sqrt2}(\rho_2-\rho_3).$$

```lean
/-- The square of the fine normalisation factor is one half. -/
theorem fineNorm_sq : fineNorm * fineNorm = 1 / 2 := by
  rw [fineNorm, div_mul_div_comm, Real.mul_self_sqrt (by norm_num)]
  norm_num

/-- The four Haar vectors are orthonormal. -/
theorem haar_orthonormal (j k : Fin 4) :
    haar j ⬝ᵥ haar k = if j = k then 1 else 0 := by
  have h := fineNorm_sq
  fin_cases j <;> fin_cases k <;>
    simp [haar, dotProduct, Fin.sum_univ_four] <;> linarith

/-- The Haar coefficients are scaled sums and differences of the cell charges. -/
theorem coeff_eq (ρ : Fin 4 → ℝ) :
    coeff ρ 0 = (ρ 0 + ρ 1 + ρ 2 + ρ 3) / 2 ∧
    coeff ρ 1 = (ρ 0 + ρ 1 - ρ 2 - ρ 3) / 2 ∧
    coeff ρ 2 = fineNorm * (ρ 0 - ρ 1) ∧
    coeff ρ 3 = fineNorm * (ρ 2 - ρ 3) := by
  refine ⟨?_, ?_, ?_, ?_⟩ <;>
    simp [coeff, haar, dotProduct, Fin.sum_univ_four] <;> ring
```

With vectors whose entries are only $0$ and $\pm1$, the expansion coefficients of $(1,0,0,0)$ would be $1/4,1/4,1/2,0$. No wavelet would then survive a threshold between $1/2$ and $1/\sqrt2$. The interval for $t$ therefore belongs to the orthonormal basis.

## The constant vector belongs to the selection

The hypothesis `h0 : 0 ∈ S` says that the selection retains the mean charge per cell. Physically this is the whole of the total charge, since the entries of each wavelet sum to zero.

By hand, it is used as soon as the partial sum is written out. Multiplying each coefficient by its vector removes the square roots. With

$$m=\frac{\rho_0+\rho_1+\rho_2+\rho_3}{4},\quad d=\frac{\rho_0+\rho_1-\rho_2-\rho_3}{4},\quad a=\frac{\rho_0-\rho_1}{2},\quad b=\frac{\rho_2-\rho_3}{2},$$

the compressed density is

$$m(1,1,1,1)+d(1,1,-1,-1)+a(1,-1,0,0)+b(0,0,1,-1),$$

where the $d$, $a$ and $b$ terms are present only if 1, 2 and 3 respectively belong to $S$. The first term is unconditional because of `h0`.

The lemma `keep_apply` is this formula. Its auxiliary equations `e2` and `e3` perform the cancellation $\frac1{\sqrt2}\cdot\frac1{\sqrt2}=\frac12$. The sum over $S$ is rewritten as a sum over all four indices with a test for membership, `if_pos h0` settles the test for the constant, and `by_cases` splits on the other three.

```lean
/-- If the constant vector is kept, the compressed density is the mean charge plus the
selected coarse and fine charge differences. -/
theorem keep_apply (S : Finset (Fin 4)) (h0 : 0 ∈ S) (ρ : Fin 4 → ℝ) :
    keep S ρ = ((ρ 0 + ρ 1 + ρ 2 + ρ 3) / 4) • ![1, 1, 1, 1]
      + (if 1 ∈ S then (ρ 0 + ρ 1 - ρ 2 - ρ 3) / 4 else 0) • ![1, 1, -1, -1]
      + (if 2 ∈ S then (ρ 0 - ρ 1) / 2 else 0) • ![1, -1, 0, 0]
      + (if 3 ∈ S then (ρ 2 - ρ 3) / 2 else 0) • ![0, 0, 1, -1] := by
  obtain ⟨c0, c1, c2, c3⟩ := coeff_eq ρ
  -- the square roots cancel between coefficient and wavelet
  have e2 : fineNorm * (ρ 0 - ρ 1) * fineNorm = (ρ 0 - ρ 1) / 2 := by
    linear_combination (ρ 0 - ρ 1) * fineNorm_sq
  have e3 : fineNorm * (ρ 2 - ρ 3) * fineNorm = (ρ 2 - ρ 3) / 2 := by
    linear_combination (ρ 2 - ρ 3) * fineNorm_sq
  ext i
  have e : keep S ρ i = ∑ k, if k ∈ S then coeff ρ k * haar k i else 0 := by
    simp [keep, Finset.sum_ite_mem]
  rw [e, Fin.sum_univ_four, if_pos h0, c0, c1, c2, c3]
  by_cases h1 : 1 ∈ S <;> by_cases h2 : 2 ∈ S <;> by_cases h3 : 3 ∈ S <;>
    fin_cases i <;> simp [haar, h1, h2, h3] <;> linarith
```

Three consequences follow. If everything is kept, then $m+d=(\rho_0+\rho_1)/2$ and $m-d=(\rho_2+\rho_3)/2$. Adding and subtracting $a$ in the first pair of cells gives $\rho_0$ and $\rho_1$; doing the same with $b$ in the second pair gives $\rho_2$ and $\rho_3$. The expansion is thus complete, which is `keep_univ`.

```lean
/-- Keeping all Haar coefficients reproduces the density. -/
theorem keep_univ (ρ : Fin 4 → ℝ) : keep univ ρ = ρ := by
  rw [keep_apply univ (mem_univ 0)]
  ext i
  fin_cases i <;> simp <;> linarith
```

Summing the four cells of any compressed density gives $4m+0+0+0=\rho_0+\rho_1+\rho_2+\rho_3$. That is `charge_conserved`, valid for every $S$ containing 0 and for densities of either sign. The proof again splits on which wavelets are present and leaves the sums to `linarith`.

```lean
/-- Every selection that keeps the constant vector conserves the total charge. -/
theorem charge_conserved (S : Finset (Fin 4)) (h0 : 0 ∈ S) (ρ : Fin 4 → ℝ) :
    ∑ i, keep S ρ i = ∑ i, ρ i := by
  rw [keep_apply S h0]
  by_cases h1 : 1 ∈ S <;> by_cases h2 : 2 ∈ S <;> by_cases h3 : 3 ∈ S <;>
    simp [Fin.sum_univ_four, h1, h2, h3] <;> linarith
```

If only the constant and the coarse wavelet are kept, the cells hold $m+d$, $m+d$, $m-d$, $m-d$. Each pair of neighbours shares its average, as `drop_finest` states.

```lean
/-- Dropping both finest details replaces the charges in each pair of neighbouring cells
by their average. -/
theorem drop_finest (ρ : Fin 4 → ℝ) :
    keep {0, 1} ρ =
      ![(ρ 0 + ρ 1) / 2, (ρ 0 + ρ 1) / 2, (ρ 2 + ρ 3) / 2, (ρ 2 + ρ 3) / 2] := by
  rw [keep_apply _ (by simp)]
  ext i
  fin_cases i <;> simp <;> linarith
```

Without `h0` the total charge of the compressed density is zero, so conservation fails for every density with nonzero total charge. In the example, charge conservation depends on the exemption from the threshold: the constant coefficient of $(1,0,0,0)$ is $1/2$, below the thresholds considered. A rule that treated it like the others would keep only $h_2$ and return $(1/2,-1/2,0,0)$.

## A nonnegative input, and no fine wavelet without the coarse one

The theorem `nonneg_preserved_iff` concerns a fixed selection $S$ containing 0. It states that two conditions are equivalent: every density with all $\rho_i\ge0$ is mapped to one with no negative cell; and if 2 or 3 belongs to $S$, so does 1.

The input condition $\rho_i\ge0$ says that no cell of the original vector is negative, as an electron density requires; the total charge is left free. The condition on $S$ says that a fine difference is retained only together with the coarse difference that fixes how much charge its pair of cells contains.

By hand, suppose first that the condition on $S$ holds.

- If 1 belongs to $S$, each pair of cells contains its correct total charge. Cells 0 and 1 hold $\rho_0,\rho_1$ if 2 belongs to $S$, and otherwise each holds the average $(\rho_0+\rho_1)/2$. Cells 2 and 3 behave in the same way with index 3. All these values are nonnegative when the input is.
- If 1 does not belong to $S$, neither do 2 and 3. Every cell then holds $m\ge0$.

Now suppose that the condition fails, so that 1 is absent while 2 or 3 is present. If 2 is present, take $\rho=(1,0,0,0)$. Then $m=1/4$, $a=1/2$ and $b=0$, and cell 1 receives $1/4-1/2=-1/4$ whether or not 3 is present. If 3 is present, take $\rho=(0,0,1,0)$. Then $b=1/2$ and $a=0$, and cell 3 receives $-1/4$. In both cases the fine wavelet subtracts half a unit from a cell to which the mean has given only a quarter.

The Lean proof treats the failing case first. It assumes that positivity is preserved, supposes `1 ∉ S`, and applies the assumption `H` to the two unit charges; the value $-1/4$ contradicts it. In the other direction, `a0` to `a3` record the nonnegativity of the input, and the case split on `1 ∈ S` is the one made above.

```lean
/-- A selection that keeps the constant vector maps all nonnegative densities to nonnegative
ones exactly when keeping any finest wavelet entails keeping the coarse wavelet. -/
theorem nonneg_preserved_iff (S : Finset (Fin 4)) (h0 : 0 ∈ S) :
    (∀ ρ : Fin 4 → ℝ, (∀ i, 0 ≤ ρ i) → ∀ i, 0 ≤ keep S ρ i) ↔
      (2 ∈ S ∨ 3 ∈ S → 1 ∈ S) := by
  constructor
  · intro H h
    by_contra h1
    -- without the coarse wavelet, a kept fine wavelet makes the empty cell beside a unit charge
    -- in its pair negative
    rcases h with h2 | h3
    · have h := H ![1, 0, 0, 0] (by intro i; fin_cases i <;> simp) 1
      have e : keep S ![1, 0, 0, 0] 1 = -1 / 4 := by
        rw [keep_apply S h0]
        by_cases h3 : 3 ∈ S <;> simp [h1, h2, h3] <;> norm_num
      linarith
    · have h := H ![0, 0, 1, 0] (by intro i; fin_cases i <;> simp) 3
      have e : keep S ![0, 0, 1, 0] 3 = -1 / 4 := by
        rw [keep_apply S h0]
        by_cases h2 : 2 ∈ S <;> simp [h1, h2, h3] <;> norm_num
      linarith
  · intro h ρ hρ i
    have a0 := hρ 0
    have a1 := hρ 1
    have a2 := hρ 2
    have a3 := hρ 3
    rw [keep_apply S h0]
    by_cases h1 : 1 ∈ S
    · by_cases h2 : 2 ∈ S <;> by_cases h3 : 3 ∈ S <;>
        fin_cases i <;> simp [h1, h2, h3] <;> linarith
    · -- by the condition `h`, if the coarse wavelet is absent then only the mean is left
      have h2 : 2 ∉ S := fun h2 => h1 (h (Or.inl h2))
      have h3 : 3 ∉ S := fun h3 => h1 (h (Or.inr h3))
      fin_cases i <;> simp [h1, h2, h3] <;> linarith
```

Without the input condition the equivalence fails: the full selection satisfies the condition on $S$, yet it reproduces any negative entry of $\rho$. It also fails without `h0`. The selection $\{1\}$ contains no fine wavelet, but it maps $(1,0,0,0)$ to $(1/4,1/4,-1/4,-1/4)$.

## A threshold between the coarse and the fine coefficient

The last two hypotheses, `ht : 1 / 2 < t` and `ht' : t < 1 / √2`, place the threshold between two coefficients of the unit charge. For $\rho=(1,0,0,0)$ the coefficients are

$$c_0=\tfrac12,\quad c_1=\tfrac12,\quad c_2=\tfrac1{\sqrt2},\quad c_3=0.$$

A charge confined to a single cell thus has a larger fine coefficient than coarse coefficient, and a threshold in the gap keeps the detail while discarding the coarse structure on which it rests.

The lower bound `ht` removes $h_1$, and since it makes $t$ positive it also removes $h_3$. These are the steps `k1` and `k3` in the proof of `kept_pointDensity`. The upper bound `ht'` retains $h_2$, which is step `k2`. Index 0 survives by definition, so the selection is $\{0,2\}$.

```lean
/-- For a threshold between `1/2` and `1/√2`, the unit charge in the first cell retains only the
constant vector and the finest wavelet on the first two cells. -/
theorem kept_pointDensity (t : ℝ) (ht : 1 / 2 < t) (ht' : t < 1 / √2) :
    kept t pointDensity = {0, 2} := by
  obtain ⟨-, c1, c2, c3⟩ := coeff_eq pointDensity
  have k1 : ¬ t < |coeff pointDensity 1| := by
    have h : coeff pointDensity 1 = 1 / 2 := by rw [c1]; simp [pointDensity]
    rw [h, abs_of_pos (by norm_num)]
    linarith
  have k2 : t < |coeff pointDensity 2| := by
    have h : coeff pointDensity 2 = 1 / √2 := by rw [c2]; simp [pointDensity, fineNorm]
    rw [h]
    exact lt_of_lt_of_le ht' (le_abs_self _)
  have k3 : ¬ t < |coeff pointDensity 3| := by
    have h : coeff pointDensity 3 = 0 := by rw [c3]; simp [pointDensity]
    rw [h, abs_zero]
    linarith
  ext k
  fin_cases k <;> simp [kept, k1, k2, k3]
```

This selection violates the condition on $S$ of the previous theorem, and the unit charge is the very density that exposes it. With $m=1/4$ and $a=1/2$, the compressed density is

$$\left(\tfrac14+\tfrac12,\ \tfrac14-\tfrac12,\ \tfrac14,\ \tfrac14\right)=\left(\tfrac34,-\tfrac14,\tfrac14,\tfrac14\right),$$

whose entries sum to 1. Dropping both finest wavelets corresponds to the selection $\{0,1\}$ and gives the pair averages $(1/2,1/2,0,0)$.

The theorem `threshold_versus_truncation` joins three statements: the thresholded density, the conservation of its charge, and the density without the finest details. Its proof inserts the selection $\{0,2\}$, evaluates the first part with `keep_apply`, and takes the other two from `charge_conserved` and `drop_finest`. The bounds on $t$ matter only for the first part.

```lean
/-- For a threshold between `1/2` and `1/√2`, thresholding the unit charge in the first cell
conserves the charge but gives a negative density in the second cell, whereas dropping both
finest details gives `(1/2, 1/2, 0, 0)`. -/
theorem threshold_versus_truncation (t : ℝ) (ht : 1 / 2 < t) (ht' : t < 1 / √2) :
    keep (kept t pointDensity) pointDensity = ![3/4, -1/4, 1/4, 1/4] ∧
    ∑ i, keep (kept t pointDensity) pointDensity i = ∑ i, pointDensity i ∧
    keep {0, 1} pointDensity = ![1/2, 1/2, 0, 0] := by
  rw [kept_pointDensity t ht ht']
  refine ⟨?_, charge_conserved _ (by simp) _, ?_⟩
  · rw [keep_apply _ (by simp)]
    ext i
    fin_cases i <;> simp [pointDensity] <;> norm_num
  · rw [drop_finest]
    ext i
    fin_cases i <;> simp [pointDensity]

end

end HaarDensityThreshold
```

If $t$ lies below $1/2$, the coarse wavelet survives as well and the unit charge is reproduced exactly. At $t=1/2$ the result is still $(3/4,-1/4,1/4,1/4)$, because a coefficient must exceed the threshold to be kept. If $t\ge1/\sqrt2$, only the constant remains and the charge is spread evenly as $(1/4,1/4,1/4,1/4)$. For this density, then, the negative cell appears at intermediate thresholds and disappears again under stronger compression.

```lean
#print axioms HaarDensityThreshold.haar_orthonormal
#print axioms HaarDensityThreshold.keep_univ
#print axioms HaarDensityThreshold.nonneg_preserved_iff
#print axioms HaarDensityThreshold.threshold_versus_truncation
```

```
'HaarDensityThreshold.haar_orthonormal' depends on axioms: [propext, Classical.choice, Quot.sound]
'HaarDensityThreshold.keep_univ' depends on axioms: [propext, Classical.choice, Quot.sound]
'HaarDensityThreshold.nonneg_preserved_iff' depends on axioms: [propext, Classical.choice, Quot.sound]
'HaarDensityThreshold.threshold_versus_truncation' depends on axioms: [propext, Classical.choice, Quot.sound]
```
